# For levels \(jd\), \(j\) any integer, with Lorentzian half-width \(g\), the broadened density on a level exceeds its continuum value by the fraction \(2/(e^{2\pi g/d}-1)\)

An electron gas sampled on a finite mesh has discrete electron–hole pair energies. They are modelled here by an infinite ladder of equally weighted levels with uniform spacing \(d>0\), and \(g>0\) is the half-width at half maximum given to each line. The width stands for a finite lifetime, or for a broadening added in the calculation. The question is how far the sum of broadened lines departs from the smooth continuum that it replaces.

```lean
import Mathlib

open scoped Real

namespace BroadenedContinuum

noncomputable section
```

Each line has unit area:

\[
L_g(x)=\frac{g/\pi}{x^2+g^2}.
\]

```lean
/-- The normalised Lorentzian line of half-width `g > 0` at detuning `x`. -/
def lorentzian (g x : ℝ) : ℝ := (g / π) / (x ^ 2 + g ^ 2)
```

The levels are \(jd\) with \(j\) any integer, all of equal weight. At a real probe energy \(E\) define

\[
D(E)=d\sum_{j\in\mathbb Z}L_g(E-jd).
\]

Despite its name, `meshDensity` is dimensionless: it is the density of pair energies times \(d\), not an electron density. Replacing the sum by an integral gives 1, so \(D(E)-1\) is the relative mesh error. The step left to the user is from a real pair spectrum, which starts at a lowest energy and has uneven spacings and weights, to this uniform ladder.

```lean
/-- The density at energy `E` of levels `j d`, `j` any integer, each broadened into a Lorentzian
of half-width `g`, multiplied by the spacing `d`. -/
def meshDensity (d g E : ℝ) : ℝ := d * ∑' j : ℤ, lorentzian g (E - j * d)
```

## From a simple pole to the lattice sum

A Lorentzian is the imaginary part of a pole, up to sign and a factor \(\pi\). For real \(x\) and \(a\), not both zero,

\[
\frac1{x+ia}=\frac{x-ia}{x^2+a^2},\qquad
\operatorname{Im}\frac1{x+ia}=-\frac a{x^2+a^2},\qquad
\left|\frac1{x+ia}\right|^2=\frac1{x^2+a^2}.
\]

```lean
/-- The imaginary part and the squared modulus of a simple pole `1 / (x + i a)`. -/
theorem pole_im_and_norm_sq (x a : ℝ) :
    (1 / ((x : ℂ) + a * Complex.I)).im = -(a / (x ^ 2 + a ^ 2)) ∧
      ‖1 / ((x : ℂ) + a * Complex.I)‖ ^ 2 = 1 / (x ^ 2 + a ^ 2) := by
  rw [← Complex.mk_eq_add_mul_I]
  constructor
  · simp only [one_div, Complex.inv_im, Complex.normSq_mk]
    ring
  · rw [← Complex.normSq_eq_norm_sq, one_div, map_inv₀, Complex.normSq_mk]
    ring
```

Now measure energies in units of \(d\), with \(u=E/d\) and \(a=g/d\). For \(m=n+1\), \(n=0,1,2,\dots\), the inequality \((m-2u)^2\ge0\) gives

\[
m^2\le2(u-m)^2+2u^2\le\left(2+\frac{2u^2}{a^2}\right)\left[(u-m)^2+a^2\right].
\]

The tails are therefore bounded by a multiple of \(\sum 1/m^2\). In the code `k` is \(2u^2/a^2\), and `nlinarith` receives the same square.

```lean
/-- For width `a > 0`, the Lorentzian tails of the levels `1, 2, 3, ...` have a finite sum at every
energy `u`. -/
theorem summable_tails (u a : ℝ) (ha : 0 < a) :
    Summable fun n : ℕ => 1 / ((u - ((n : ℝ) + 1)) ^ 2 + a ^ 2) := by
  have h0 : Summable fun n : ℕ => 1 / ((n : ℝ) + 1) ^ 2 := by
    have h := (summable_nat_add_iff 1).2
      (Real.summable_one_div_nat_pow.2 (by norm_num : 1 < 2))
    simpa using h
  obtain ⟨k, hk0, hk⟩ : ∃ k : ℝ, 0 ≤ k ∧ k * a ^ 2 = 2 * u ^ 2 :=
    ⟨2 * u ^ 2 / a ^ 2, by positivity, div_mul_cancel₀ _ (by positivity)⟩
  -- compare with the inverse squares
  refine Summable.of_nonneg_of_le (fun n => by positivity) (fun n => ?_) (h0.mul_left (2 + k))
  rw [mul_one_div, div_le_div_iff₀ (by positivity) (by positivity)]
  nlinarith [sq_nonneg ((n : ℝ) + 1 - 2 * u), mul_nonneg hk0 (sq_nonneg (u - ((n : ℝ) + 1))),
    sq_nonneg a]
```

The poles will add up to a cotangent, whose imaginary part is needed for \(y>0\). The addition formulas give

\[
\sin(x+iy)=\sin x\cosh y+i\cos x\sinh y,\qquad
\cos(x+iy)=\cos x\cosh y-i\sin x\sinh y.
\]

Multiplying the cosine by the conjugate sine and dividing by \(|\sin(x+iy)|^2\),

\[
\operatorname{Im}\cot(x+iy)=-\frac{\sinh y\cosh y}{\sin^2x+\sinh^2y}
=-\frac{\sinh2y}{\cosh2y-\cos2x}.
\]

The facts `hN` and `hD` are the two forms of the denominator.

```lean
/-- The imaginary part of the cotangent at `x + i y` in the upper half-plane. -/
theorem cot_im (x y : ℝ) (hy : 0 < y) :
    (Complex.cot ((x : ℂ) + y * Complex.I)).im =
      -(Real.sinh (2 * y) / (Real.cosh (2 * y) - Real.cos (2 * x))) := by
  have hc : Complex.cos ((x : ℂ) + y * Complex.I) =
      ⟨Real.cos x * Real.cosh y, -(Real.sin x * Real.sinh y)⟩ := by
    rw [Complex.mk_eq_add_mul_I, Complex.cos_add_mul_I]
    push_cast
    ring
  have hs : Complex.sin ((x : ℂ) + y * Complex.I) =
      ⟨Real.sin x * Real.cosh y, Real.cos x * Real.sinh y⟩ := by
    rw [Complex.mk_eq_add_mul_I, Complex.sin_add_mul_I]
    push_cast
    ring
  have h1 := Real.sin_sq_add_cos_sq x
  have h2 := Real.cosh_sq y
  have hpos : 0 < Real.sinh y := Real.sinh_pos_iff.2 hy
  have hS : Real.sin x ^ 2 + Real.sinh y ^ 2 ≠ 0 := by positivity
  have hN : Real.sin x * Real.cosh y * (Real.sin x * Real.cosh y) +
      Real.cos x * Real.sinh y * (Real.cos x * Real.sinh y) =
      Real.sin x ^ 2 + Real.sinh y ^ 2 := by
    linear_combination Real.sin x ^ 2 * h2 + Real.sinh y ^ 2 * h1
  have hD : Real.cosh (2 * y) - Real.cos (2 * x) =
      2 * (Real.sin x ^ 2 + Real.sinh y ^ 2) := by
    rw [Real.cosh_two_mul, Real.cos_two_mul]
    linear_combination h2 - 2 * h1
  rw [Complex.cot, hc, hs, hD, Real.sinh_two_mul]
  simp only [Complex.div_im, Complex.normSq_mk]
  rw [hN, ← sub_div, ← neg_div, div_eq_div_iff hS (mul_ne_zero two_ne_zero hS)]
  linear_combination (-2 * (Real.sin x ^ 2 + Real.sinh y ^ 2) * Real.sinh y * Real.cosh y) * h1
```

Put \(z=u+ia\), which is not an integer because \(a>0\). The Mittag-Leffler expansion, taken from Mathlib, reads

\[
\pi\cot\pi z-\frac1z=\sum_{n=0}^{\infty}\left[\frac1{z-(n+1)}+\frac1{z+(n+1)}\right].
\]

Each bracket equals \(2z/[(z-m)(z+m)]\). Its modulus is at most \(|z|\left(|z-m|^{-2}+|z+m|^{-2}\right)\), which is summable by the tail estimate. Taking imaginary parts and moving the \(1/z\) term across as the level \(j=0\),

\[
\sum_{j\in\mathbb Z}\frac a{(u-j)^2+a^2}
=\pi\,\frac{\sinh2\pi a}{\cosh2\pi a-\cos2\pi u}.
\]

`HasSum` states both convergence and this value; `hZ` joins the positive, zero and negative levels.

```lean
/-- The sum over all integer levels of Lorentzians of width `a > 0`, at any energy `u`, in units
of the level spacing. -/
theorem hasSum_unit_spacing (u a : ℝ) (ha : 0 < a) :
    HasSum (fun j : ℤ => a / ((u - j) ^ 2 + a ^ 2))
      (π * (Real.sinh (2 * π * a) / (Real.cosh (2 * π * a) - Real.cos (2 * π * u)))) := by
  obtain ⟨z, hz⟩ : ∃ z : ℂ, z = (u : ℂ) + a * Complex.I := ⟨_, rfl⟩
  have hne : ∀ x : ℝ, (x : ℂ) + a * Complex.I ≠ 0 := by
    intro x h
    rw [← Complex.mk_eq_add_mul_I] at h
    exact ha.ne' (congrArg Complex.im h)
  have hm : ∀ n : ℕ, z - ((n : ℂ) + 1) = ((u - ((n : ℝ) + 1) : ℝ) : ℂ) + a * Complex.I := by
    intro n
    rw [hz]
    push_cast
    ring
  have hq' : ∀ n : ℕ, z + ((n : ℂ) + 1) = ((u + ((n : ℝ) + 1) : ℝ) : ℂ) + a * Complex.I := by
    intro n
    rw [hz]
    push_cast
    ring
  have hp := summable_tails u a ha
  have hq : Summable fun n : ℕ => 1 / ((u + ((n : ℝ) + 1)) ^ 2 + a ^ 2) := by
    refine (summable_tails (-u) a ha).congr fun n => ?_
    ring
  -- the paired poles are absolutely summable
  have hF : Summable fun n : ℕ => 1 / (z - ((n : ℂ) + 1)) + 1 / (z + ((n : ℂ) + 1)) := by
    refine Summable.of_norm_bounded ((hp.add hq).mul_left ‖z‖) (fun n => ?_)
    have h1 : z - ((n : ℂ) + 1) ≠ 0 := by rw [hm n]; exact hne _
    have h2 : z + ((n : ℂ) + 1) ≠ 0 := by rw [hq' n]; exact hne _
    have e : 1 / (z - ((n : ℂ) + 1)) + 1 / (z + ((n : ℂ) + 1)) =
        2 * (z * (1 / (z - ((n : ℂ) + 1)) * (1 / (z + ((n : ℂ) + 1))))) := by
      rw [div_add_div _ _ h1 h2, div_mul_div_comm, mul_div_assoc', mul_div_assoc']
      congr 1
      ring
    have n2 : ‖(2 : ℂ)‖ = 2 := by simp
    rw [e, norm_mul, norm_mul, norm_mul, n2, ← (pole_im_and_norm_sq _ a).2,
      ← (pole_im_and_norm_sq _ a).2, ← hm n, ← hq' n]
    nlinarith [mul_nonneg (norm_nonneg z)
      (sq_nonneg (‖1 / (z - ((n : ℂ) + 1))‖ - ‖1 / (z + ((n : ℂ) + 1))‖))]
  have hzc : z ∈ Complex.integerComplement := by
    simp only [Complex.integerComplement, Set.mem_compl_iff, Set.mem_range]
    rintro ⟨n, hn⟩
    have h := congrArg Complex.im hn
    simp [hz] at h
    linarith
  -- imaginary part of the Mittag-Leffler expansion of the cotangent
  have hI : HasSum (fun n : ℕ => (1 / (z - ((n : ℂ) + 1)) + 1 / (z + ((n : ℂ) + 1))).im)
      (π * Complex.cot (π * z) - 1 / z).im := by
    rw [cot_series_rep' hzc]
    exact Complex.imCLM.hasSum hF.hasSum
  have hP := (hp.mul_left a).hasSum
  have hQ := (hq.mul_left a).hasSum
  have hI' : HasSum (fun n : ℕ => -(a * (1 / ((u - ((n : ℝ) + 1)) ^ 2 + a ^ 2)) +
      a * (1 / ((u + ((n : ℝ) + 1)) ^ 2 + a ^ 2)))) (π * Complex.cot (π * z) - 1 / z).im := by
    refine hI.congr_fun fun n => ?_
    rw [Complex.add_im, hm n, hq' n, (pole_im_and_norm_sq _ a).1,
      (pole_im_and_norm_sq _ a).1]
    ring
  have hU := (hP.add hQ).neg.unique hI'
  have hw : (π : ℂ) * z = ((π * u : ℝ) : ℂ) + ((π * a : ℝ) : ℂ) * Complex.I := by
    rw [hz]
    push_cast
    ring
  rw [Complex.sub_im, Complex.im_ofReal_mul, hw, cot_im _ _ (by positivity), hz,
    (pole_im_and_norm_sq u a).1, ← mul_assoc, ← mul_assoc] at hU
  -- join the positive levels, the level zero and the negative levels
  have hZ := HasSum.of_add_one_of_neg_add_one (f := fun j : ℤ => a / ((u - j) ^ 2 + a ^ 2))
    (hP.congr_fun fun n => by push_cast; ring)
    (hQ.congr_fun fun n => by push_cast; ring)
  convert hZ using 1
  simp only [Int.cast_zero, sub_zero]
  linarith
```

## The density at every energy

Since \(d\,L_g(E-jd)=\dfrac1\pi\,\dfrac a{(u-j)^2+a^2}\), restoring units gives

\[
D(E)=\frac{\sinh(2\pi g/d)}{\cosh(2\pi g/d)-\cos(2\pi E/d)}.
\]

The theorem also states summability, so the infinite sum in `meshDensity` is a genuine one and not Lean's default value 0.

```lean
/-- For spacing `d > 0` and width `g > 0` the Lorentzians of all levels are summable at every
energy `E`, and their density has a closed form periodic in `E`. -/
theorem meshDensity_eq {d g : ℝ} (hd : 0 < d) (hg : 0 < g) (E : ℝ) :
    (Summable fun j : ℤ => lorentzian g (E - j * d)) ∧
      meshDensity d g E = Real.sinh (2 * π * (g / d)) /
        (Real.cosh (2 * π * (g / d)) - Real.cos (2 * π * (E / d))) := by
  have h := (hasSum_unit_spacing (E / d) (g / d) (div_pos hg hd)).mul_left (1 / π)
  have hterm : ∀ j : ℤ, 1 / π * (g / d / ((E / d - j) ^ 2 + (g / d) ^ 2)) =
      d * lorentzian g (E - j * d) := by
    intro j
    have hpos : (E - j * d) ^ 2 + g ^ 2 ≠ 0 := by positivity
    have e : (E / d - j) ^ 2 + (g / d) ^ 2 = ((E - j * d) ^ 2 + g ^ 2) / d ^ 2 := by
      field_simp
    rw [e, lorentzian]
    field_simp
  simp only [hterm] at h
  rw [← mul_assoc, one_div_mul_cancel Real.pi_ne_zero, one_mul] at h
  refine ⟨(summable_mul_left_iff hd.ne').1 h.summable, ?_⟩
  rw [meshDensity, ← tsum_mul_left]
  exact h.tsum_eq
```

On a level \(E=kd\), \(k\) an integer, the cosine is 1. With \(q=e^{2\pi g/d}\),

\[
D(kd)=\frac{q-q^{-1}}{q+q^{-1}-2}=\frac{q+1}{q-1}=1+\frac2{q-1}.
\]

```lean
/-- On any level `k d`, with `d, g > 0`, the density is `1 + 2 / (exp (2 π g / d) - 1)`. -/
theorem meshDensity_level {d g : ℝ} (hd : 0 < d) (hg : 0 < g) (k : ℤ) :
    meshDensity d g (k * d) = 1 + 2 / (Real.exp (2 * π * (g / d)) - 1) := by
  have hs : 0 < 2 * π * (g / d) := by positivity
  have hx : Real.exp (2 * π * (g / d)) - 1 ≠ 0 := (sub_pos.2 (Real.one_lt_exp_iff.2 hs)).ne'
  have hC := (sub_pos.2 (Real.one_lt_cosh.2 hs.ne')).ne'
  have hxy := mul_inv_cancel₀ (Real.exp_pos (2 * π * (g / d))).ne'
  rw [(meshDensity_eq hd hg _).2, mul_div_cancel_right₀ _ hd.ne', mul_comm (2 * π) (k : ℝ),
    Real.cos_int_mul_two_pi, div_eq_iff hC, Real.sinh_eq, Real.cosh_eq, Real.exp_neg]
  have e : 1 + 2 / (Real.exp (2 * π * (g / d)) - 1) =
      (Real.exp (2 * π * (g / d)) + 1) / (Real.exp (2 * π * (g / d)) - 1) := by
    rw [eq_div_iff hx, add_mul, div_mul_cancel₀ _ hx]
    ring
  rw [e, div_mul_eq_mul_div, eq_div_iff hx]
  linear_combination -hxy
```

Halfway between levels the cosine is \(-1\), and the error changes sign:

\[
D\big((k+\tfrac12)d\big)=\frac{q-1}{q+1}=1-\frac2{q+1}.
\]

```lean
/-- Halfway between neighbouring levels, with `d, g > 0`, the density is
`1 - 2 / (exp (2 π g / d) + 1)`. -/
theorem meshDensity_midpoint {d g : ℝ} (hd : 0 < d) (hg : 0 < g) (k : ℤ) :
    meshDensity d g ((k + 1 / 2) * d) = 1 - 2 / (Real.exp (2 * π * (g / d)) + 1) := by
  have hx : Real.exp (2 * π * (g / d)) + 1 ≠ 0 := by positivity
  have hC0 : 0 < Real.cosh (2 * π * (g / d)) - -1 := by
    linarith [Real.cosh_pos (2 * π * (g / d))]
  have hC := hC0.ne'
  have hxy := mul_inv_cancel₀ (Real.exp_pos (2 * π * (g / d))).ne'
  have ha : 2 * π * ((k : ℝ) + 1 / 2) = k * (2 * π) + π := by ring
  rw [(meshDensity_eq hd hg _).2, mul_div_cancel_right₀ _ hd.ne', ha, Real.cos_add_pi,
    Real.cos_int_mul_two_pi, div_eq_iff hC, Real.sinh_eq, Real.cosh_eq, Real.exp_neg]
  have e : 1 - 2 / (Real.exp (2 * π * (g / d)) + 1) =
      (Real.exp (2 * π * (g / d)) - 1) / (Real.exp (2 * π * (g / d)) + 1) := by
    rw [eq_div_iff hx, sub_mul, div_mul_cancel₀ _ hx]
    ring
  rw [e, div_mul_eq_mul_div, eq_div_iff hx]
  linear_combination -hxy
```

## Size of the error on a level

The error \(2/(q-1)\) is positive because \(q>1\), and it falls as \(q\) grows. The theorem compares any two ladders, \((d,g)\) and \((d',g')\), with \(g/d<g'/d'\).

```lean
/-- For positive spacings and widths, the mesh error on a level is positive and strictly
decreases when the ratio of width to spacing grows. -/
theorem level_error_pos_and_decreasing {d g d' g' : ℝ} (hd : 0 < d) (hg : 0 < g)
    (hd' : 0 < d') (hg' : 0 < g') (h : g / d < g' / d') (k k' : ℤ) :
    0 < meshDensity d' g' (k' * d') - 1 ∧
      meshDensity d' g' (k' * d') - 1 < meshDensity d g (k * d) - 1 := by
  have hx : 1 < Real.exp (2 * π * (g / d)) := Real.one_lt_exp_iff.2 (by positivity)
  have hlt : Real.exp (2 * π * (g / d)) < Real.exp (2 * π * (g' / d')) :=
    Real.exp_lt_exp.2 (mul_lt_mul_of_pos_left h (by positivity))
  rw [meshDensity_level hd hg, meshDensity_level hd' hg', add_sub_cancel_left,
    add_sub_cancel_left]
  exact ⟨div_pos two_pos (by linarith),
    div_lt_div_of_pos_left two_pos (by linarith) (by linarith)⟩
```

From \(q-1<q\) the error exceeds \(2/q\). If \(d\le2\pi g\), then \(q\ge1+2\pi g/d\ge2\), so \(q-1\ge q/2\) and

\[
2e^{-2\pi g/d}<D(kd)-1\le4e^{-2\pi g/d}.
\]

The upper bound fails if \(d\le2\pi g\) is dropped and only \(d,g>0\) is kept: at \(2\pi g/d=\tfrac12\) the error is about 3.08, while \(4e^{-1/2}\) is about 2.43.

```lean
/-- For `d, g > 0` the mesh error on a level exceeds `2 exp (-2 π g / d)`, and it is at most
`4 exp (-2 π g / d)` once `d ≤ 2 π g`. -/
theorem level_error_exponential {d g : ℝ} (hd : 0 < d) (hg : 0 < g) (k : ℤ) :
    2 * Real.exp (-(2 * π * (g / d))) < meshDensity d g (k * d) - 1 ∧
      (d ≤ 2 * π * g →
        meshDensity d g (k * d) - 1 ≤ 4 * Real.exp (-(2 * π * (g / d)))) := by
  have hx : 1 < Real.exp (2 * π * (g / d)) := Real.one_lt_exp_iff.2 (by positivity)
  rw [meshDensity_level hd hg, add_sub_cancel_left, Real.exp_neg, ← div_eq_mul_inv,
    ← div_eq_mul_inv]
  refine ⟨div_lt_div_of_pos_left two_pos (by linarith) (by linarith), fun h => ?_⟩
  have hs : 1 ≤ 2 * π * (g / d) := by
    rw [← mul_div_assoc]
    exact (one_le_div hd).2 h
  rw [div_le_div_iff₀ (by linarith) (by linarith)]
  linarith [Real.add_one_le_exp (2 * π * (g / d))]

end

end BroadenedContinuum
```

For this ladder of equally spaced, equally weighted levels, unbounded in both directions, the formula relates the broadening to the level spacing: \(g=d/2\) leaves an error of about 9% on a level, and \(g=d\) about 0.4%. A real pair spectrum starts at a lowest energy, and these figures do not include the effect of that edge.

```lean
#print axioms BroadenedContinuum.meshDensity_level
-- 'BroadenedContinuum.meshDensity_level' depends on axioms: [propext, Classical.choice, Quot.sound]
#print axioms BroadenedContinuum.meshDensity_midpoint
-- 'BroadenedContinuum.meshDensity_midpoint' depends on axioms: [propext, Classical.choice, Quot.sound]
#print axioms BroadenedContinuum.level_error_pos_and_decreasing
-- 'BroadenedContinuum.level_error_pos_and_decreasing' depends on axioms: [propext, Classical.choice, Quot.sound]
#print axioms BroadenedContinuum.level_error_exponential
-- 'BroadenedContinuum.level_error_exponential' depends on axioms: [propext, Classical.choice, Quot.sound]
```
